# A nonvanishing redundant rotation makes the energy Hessian singular at a stationary point

A CASSCF energy depends on orbital rotation parameters, and some rotations, such as those among the inactive orbitals, leave it unchanged. Call the parameter space E, a point in it x, and the energy f. The gradient Df(x) is the linear map from a step w to the first-order energy change Df(x)w. The Hessian D²f(x)(w, u) is the first-order change of Df(x)u under a step w, with u held fixed.

In Lean, E is any real normed space, Df(x) is `fderiv ℝ f x`, and `hess f x w` is the functional D²f(x)(w, ·).

```lean
import Mathlib

open ContinuousLinearMap

namespace RedundantOrbitalRotations

noncomputable section

variable {E : Type*} [NormedAddCommGroup E] [NormedSpace ℝ E]

/-- The Hessian of the energy `f` at `x`, as the map that takes a step to the first-order
change of the gradient. -/
def hess (f : E → ℝ) (x : E) : E →L[ℝ] E →L[ℝ] ℝ := fderiv ℝ (fderiv ℝ f) x
```

A redundant rotation is described by a vector field v, which may depend nonlinearly on x. `Redundant f v` says that the first-order energy change along v(x) is zero at every x, stationary or not.

```lean
/-- A vector field `v` on parameter space is redundant for the energy `f` if the derivative
of `f` along `v` vanishes at every point. -/
def Redundant (f : E → ℝ) (v : E → E) : Prop := ∀ x, fderiv ℝ f x (v x) = 0
```

For orbitals C = C₀ exp(κ), with κ antisymmetric, mixing by exp(sX) within a redundant class takes κ to log(exp(κ) exp(sX)). Its velocity at s = 0 is v(κ) = X + ½[κ, X] + …, so the field is in general not constant. This logarithm is in general only local, whereas the theorems take f and v on all of E. Carrying the results over to an actual CASSCF energy needs that localisation, and a smooth energy.

## (a) From an invariance to a redundant field

Let φ_s be transformations of E with φ_0(x) = x and f(φ_s(x)) = f(x), and let v(x) be the velocity of φ_s(x) at s = 0. For differentiable f, show that

Df(x)v(x) = 0 for all x.

**Solution.** By the chain rule, the derivative of f(φ_s(x)) at s = 0 is Df(x)v(x). The function is constant in s, so this derivative is zero. In Lean, `comp_hasDerivAt` is the chain rule, and uniqueness of the derivative equates the two values.

```lean
/-- If a family of parameter transformations `φ s`, starting from the identity at `s = 0`,
leaves a differentiable energy unchanged, then its velocity field at `s = 0` is redundant. -/
theorem redundant_of_invariant {f : E → ℝ} {v : E → E} (φ : ℝ → E → E)
    (hf : Differentiable ℝ f) (h0 : ∀ x, φ 0 x = x)
    (hφ : ∀ x, HasDerivAt (fun s => φ s x) (v x) 0)
    (hinv : ∀ s x, f (φ s x) = f x) : Redundant f v := by
  intro x
  have h : HasFDerivAt f (fderiv ℝ f x) (φ 0 x) := by
    rw [h0]
    exact (hf x).hasFDerivAt
  -- the energy along the orbit of `x` is constant
  have hc : HasDerivAt (fun s => f (φ s x)) (fderiv ℝ f x (v x)) 0 :=
    h.comp_hasDerivAt (0 : ℝ) (hφ x)
  simp only [hinv] at hc
  exact hc.unique (hasDerivAt_const _ _)
```

## (b) The Hessian element along a redundant field

Let f be twice continuously differentiable and v redundant, and differentiable at x. Show that for every step w

D²f(x)(w, v(x)) = −Df(x)(Dv(x)w).

**Solution.** The function y ↦ Df(y)v(y) is identically zero. Its derivative at x along w is, by the product rule,

D²f(x)(w, v(x)) + Df(x)(Dv(x)w) = 0,

and rearranging gives the claim. The product rule is `clm_apply`; `hz` records that the function is zero.

```lean
/-- For a twice continuously differentiable energy and a redundant field differentiable at `x`,
the Hessian element between any step `w` and the field is minus the gradient applied to the
change of the field along `w`. -/
theorem hess_apply_redundant {f : E → ℝ} {v : E → E} {x : E} (hf : ContDiff ℝ 2 f)
    (hv : DifferentiableAt ℝ v x) (hr : Redundant f v) (w : E) :
    hess f x w (v x) = -fderiv ℝ f x (fderiv ℝ v x w) := by
  have hd : Differentiable ℝ (fderiv ℝ f) :=
    (hf.fderiv_right (m := 1) one_add_one_eq_two.le).differentiable (by norm_num)
  -- product rule for the function `y ↦ Df(y) v(y)`, which is identically zero
  have h := (hd x).hasFDerivAt.clm_apply hv.hasFDerivAt
  have hz : (fun y => fderiv ℝ f y (v y)) = fun _ => (0 : ℝ) := funext hr
  rw [hz] at h
  have h2 := congrArg (fun L : E →L[ℝ] ℝ => L w) (h.unique (hasFDerivAt_const (0 : ℝ) x))
  simp only [add_apply, comp_apply, flip_apply, zero_apply] at h2
  unfold hess
  linarith
```

## (c) The null vector at a stationary point

Suppose in addition that Df(x₀) = 0 and that v is differentiable at x₀. Show that

D²f(x₀)(v(x₀), ·) = 0.

**Solution.** Second derivatives are symmetric, so for every w part (b) gives

D²f(x₀)(v(x₀), w) = D²f(x₀)(w, v(x₀)) = −Df(x₀)(Dv(x₀)w) = 0.

The symmetry is `hs` in the code.

Redundancy at x₀ alone would not suffice: for f(x) = x² on the real line and v = 1, Df(0)v(0) = 0, yet the second derivative is 2.

```lean
/-- At a stationary point of a twice continuously differentiable energy, the Hessian
annihilates every redundant field that is differentiable there. -/
theorem hess_annihilates_redundant {f : E → ℝ} {v : E → E} {x₀ : E} (hf : ContDiff ℝ 2 f)
    (hv : DifferentiableAt ℝ v x₀) (hr : Redundant f v) (hstat : fderiv ℝ f x₀ = 0) :
    hess f x₀ (v x₀) = 0 := by
  refine ContinuousLinearMap.ext fun w => ?_
  -- symmetry of second derivatives moves the field into the second slot
  have hs : hess f x₀ (v x₀) w = hess f x₀ w (v x₀) :=
    (hf.contDiffAt.isSymmSndFDerivAt (by simp)).eq (v x₀) w
  rw [hs, hess_apply_redundant hf hv hr, hstat]
  simp
```

## (d) Singularity in both senses

If also v(x₀) ≠ 0, show that the Hessian, as a map from steps to gradients, is

neither injective nor surjective.

**Solution.** Both v(x₀) and 0 are sent to 0, so the map is not injective. Any functional in its range has the form g = D²f(x₀)(p, ·), and by (b) g(v(x₀)) = 0. Some continuous functional is nonzero on v(x₀), so it is never reached. `SeparatingDual.exists_ne_zero` supplies that functional.

```lean
/-- At a stationary point of a twice continuously differentiable energy where a differentiable
redundant field is nonzero, the Hessian is singular: as a map from steps to gradients it is
neither injective nor surjective. -/
theorem hess_singular {f : E → ℝ} {v : E → E} {x₀ : E} (hf : ContDiff ℝ 2 f)
    (hv : DifferentiableAt ℝ v x₀) (hr : Redundant f v) (hstat : fderiv ℝ f x₀ = 0)
    (hne : v x₀ ≠ 0) :
    ¬ Function.Injective (hess f x₀) ∧ ¬ Function.Surjective (hess f x₀) := by
  constructor
  · intro hi
    exact hne (hi (by rw [hess_annihilates_redundant hf hv hr hstat, map_zero]))
  · intro hs
    -- a gradient with a component along the redundant direction is never reached
    obtain ⟨g, hg⟩ := SeparatingDual.exists_ne_zero (R := ℝ) hne
    obtain ⟨p, hp⟩ := hs g
    apply hg
    rw [← hp, hess_apply_redundant hf hv hr, hstat]
    simp
```

## (e) Near-singularity before convergence

At any x where v is differentiable, show that

‖D²f(x)(v(x), ·)‖ ≤ ‖Df(x)‖ ‖Dv(x)‖.

**Solution.** By symmetry and (b), for every w

|D²f(x)(v(x), w)| = |Df(x)(Dv(x)w)| ≤ ‖Df(x)‖ ‖Dv(x)‖ ‖w‖.

The operator norm is the smallest nonnegative constant in such a bound, which is how `opNorm_le_bound` finishes the argument. If the gradient tends to zero during an optimization and Dv stays bounded, the Hessian's action on v(x) tends to zero as well. If ‖v(x)‖ also stays above a positive constant, the same holds for the unit vector v(x)/‖v(x)‖, and the Hessian becomes nearly singular.

```lean
/-- At any point, stationary or not, the Hessian of a twice continuously differentiable energy
applied to a differentiable redundant field is bounded in norm by the gradient norm times the
norm of the derivative of the field. -/
theorem norm_hess_redundant_le {f : E → ℝ} {v : E → E} {x : E} (hf : ContDiff ℝ 2 f)
    (hv : DifferentiableAt ℝ v x) (hr : Redundant f v) :
    ‖hess f x (v x)‖ ≤ ‖fderiv ℝ f x‖ * ‖fderiv ℝ v x‖ := by
  refine opNorm_le_bound _ (by positivity) fun w => ?_
  have hs : hess f x (v x) w = hess f x w (v x) :=
    (hf.contDiffAt.isSymmSndFDerivAt (by simp)).eq (v x) w
  rw [hs, hess_apply_redundant hf hv hr, norm_neg]
  calc ‖fderiv ℝ f x (fderiv ℝ v x w)‖
      ≤ ‖fderiv ℝ f x‖ * ‖fderiv ℝ v x w‖ := le_opNorm _ _
    _ ≤ ‖fderiv ℝ f x‖ * (‖fderiv ℝ v x‖ * ‖w‖) := by
        gcongr
        exact le_opNorm _ _
    _ = ‖fderiv ℝ f x‖ * ‖fderiv ℝ v x‖ * ‖w‖ := by ring
```

## (f) Counting zero modes

Let E be finite-dimensional, and let k redundant fields, differentiable at the stationary point x₀, have linearly independent values there. Show that

k ≤ dim ker D²f(x₀).

**Solution.** By (c), each value lies in the kernel, and so does their span, which has dimension k. `Submodule.span_le` reduces the inclusion to the individual vectors.

In a calculation with 2 inactive, 2 active and 3 virtual real orbitals, there are 21 orbital pairs. With a full CI in the active space, reoptimized for each set of orbitals, the pairs within a class are redundant: 1 + 1 + 3 = 5. An orbital Newton step can be set up in the 16 pairs between classes alone, which keeps the five redundant directions out of the linear equations.

```lean
/-- With finitely many parameters, differentiable redundant fields that are linearly independent
at a stationary point of a twice continuously differentiable energy give at least as many
independent zero modes of the Hessian. -/
theorem card_le_zero_modes [FiniteDimensional ℝ E] {ι : Type*} [Fintype ι] {f : E → ℝ}
    {v : ι → E → E} {x₀ : E} (hf : ContDiff ℝ 2 f)
    (hv : ∀ i, DifferentiableAt ℝ (v i) x₀) (hr : ∀ i, Redundant f (v i))
    (hstat : fderiv ℝ f x₀ = 0) (hli : LinearIndependent ℝ fun i => v i x₀) :
    Fintype.card ι ≤
      Module.finrank ℝ (LinearMap.ker (hess f x₀ : E →ₗ[ℝ] E →L[ℝ] ℝ)) := by
  rw [← finrank_span_eq_card hli]
  apply Submodule.finrank_mono
  rw [Submodule.span_le]
  rintro _ ⟨i, rfl⟩
  exact hess_annihilates_redundant hf (hv i) (hr i) hstat
```

## (g) The gradient of a curved valley

From here on a point is p = (x, y), so x is a coordinate. Take the two-parameter model energy f(x, y) = (y − x²)² and the field v(x, y) = (1, 2x).

```lean
/-- A model energy with a curved valley along the parabola `y = x²`. -/
def valley (p : ℝ × ℝ) : ℝ := (p.2 - p.1 ^ 2) ^ 2

/-- The vector field `(1, 2x)`, tangent to the parabolas `y = x² + c`. -/
def valleyField (p : ℝ × ℝ) : ℝ × ℝ := (1, 2 * p.1)
```

Show that

Df(x, y)(dx, dy) = 2(y − x²)(dy − 2x dx).

**Solution.** The differential of y − x² is dy − 2x dx; the chain rule for the square gives the rest. The code writes both squares as products and uses the product rule.

```lean
/-- The gradient of the valley energy is `2 (y - x²) (dy - 2x dx)`. -/
theorem valley_hasFDerivAt (p : ℝ × ℝ) :
    HasFDerivAt valley
      ((2 * (p.2 - p.1 ^ 2)) • (snd ℝ ℝ ℝ - (2 * p.1) • fst ℝ ℝ ℝ)) p := by
  have h1 : HasFDerivAt (fun q : ℝ × ℝ => q.1) (fst ℝ ℝ ℝ) p := hasFDerivAt_fst
  have h2 : HasFDerivAt (fun q : ℝ × ℝ => q.2) (snd ℝ ℝ ℝ) p := hasFDerivAt_snd
  have u : HasFDerivAt (fun q : ℝ × ℝ => q.2 - q.1 * q.1)
      (snd ℝ ℝ ℝ - (p.1 • fst ℝ ℝ ℝ + p.1 • fst ℝ ℝ ℝ)) p := h2.sub (h1.mul h1)
  have hv : valley = fun q => (q.2 - q.1 * q.1) * (q.2 - q.1 * q.1) := by
    funext q
    simp only [valley]
    ring
  rw [hv]
  refine (u.mul u).congr_fderiv (ContinuousLinearMap.ext fun w => ?_)
  simp only [add_apply, sub_apply, smul_apply, coe_fst', coe_snd', smul_eq_mul]
  ring
```

## (h) The valley meets every condition

Show that f is twice continuously differentiable, that v is differentiable, redundant and nowhere zero, and that

Df(a, a²) = 0 for every real a.

**Solution.** Both f and v are polynomial. Inserting v into (g) gives 2(y − x²)(2x − 2x) = 0. The first component of v is always 1, and on y = x² the prefactor in (g) vanishes. By (d), the Hessian is singular all along the valley floor.

```lean
/-- The valley energy is twice continuously differentiable, the field `(1, 2x)` is
differentiable, redundant and nowhere zero, and each point `(a, a²)` is stationary. -/
theorem valley_witness :
    ContDiff ℝ 2 valley ∧ Differentiable ℝ valleyField ∧ Redundant valley valleyField ∧
      (∀ p, valleyField p ≠ 0) ∧ ∀ a : ℝ, fderiv ℝ valley (a, a ^ 2) = 0 := by
  refine ⟨by unfold valley; fun_prop, by unfold valleyField; fun_prop, fun p => ?_,
    fun p h => ?_, fun a => ?_⟩
  · rw [(valley_hasFDerivAt p).fderiv]
    simp [valleyField]
  · exact one_ne_zero (congrArg Prod.fst h)
  · rw [(valley_hasFDerivAt _).fderiv]
    simp
```

## (i) Away from the valley floor

At the non-stationary point (0, 1), show that

D²f(0, 1)((1, 0), v(0, 1)) = −4.

**Solution.** Here Dv(0, 1)(dx, dy) = (0, 2dx), which sends (1, 0) to (0, 2). By (g), Df(0, 1)(0, 2) = 4, and (b) supplies the minus sign.

So the conclusion of (c) can fail when x₀ is not stationary. Since v(0, 1) = (1, 0), the number is also the curvature along the redundant direction: the energy is constant along the parabola y = x² + 1, but a straight step leaves it.

```lean
/-- At the point `(0, 1)` the Hessian element of the valley energy between the step `(1, 0)`
and the redundant field `(1, 2x)` is `-4`. -/
theorem valley_hess_off_stationary :
    hess valley (0, 1) (1, 0) (valleyField (0, 1)) = -4 := by
  obtain ⟨hf, hv, hr, -, -⟩ := valley_witness
  have hd : HasFDerivAt valleyField
      ((0 : ℝ × ℝ →L[ℝ] ℝ).prod ((2 : ℝ) • fst ℝ ℝ ℝ)) (0, 1) :=
    (hasFDerivAt_const (1 : ℝ) _).prodMk (hasFDerivAt_fst.const_mul 2)
  rw [hess_apply_redundant hf (hv _) hr, (valley_hasFDerivAt _).fderiv, hd.fderiv]
  norm_num

end

end RedundantOrbitalRotations
```

```lean
#print axioms RedundantOrbitalRotations.hess_singular
#print axioms RedundantOrbitalRotations.norm_hess_redundant_le
#print axioms RedundantOrbitalRotations.card_le_zero_modes
#print axioms RedundantOrbitalRotations.valley_hess_off_stationary
```

```
'RedundantOrbitalRotations.hess_singular' depends on axioms: [propext, Classical.choice, Quot.sound]
'RedundantOrbitalRotations.norm_hess_redundant_le' depends on axioms: [propext, Classical.choice, Quot.sound]
'RedundantOrbitalRotations.card_le_zero_modes' depends on axioms: [propext, Classical.choice, Quot.sound]
'RedundantOrbitalRotations.valley_hess_off_stationary' depends on axioms: [propext, Classical.choice, Quot.sound]
```
